# The mass threshold for a vibrational mode above the host band

In a harmonic crystal with one displacement component per site, replace one atom of mass $M$ by a lighter one of mass $(1-\varepsilon)M$, with $0<\varepsilon<1$ and all force constants unchanged. The secular equation of this defect has a root above the host band exactly when

$$\varepsilon\int\frac{d\mu(x)}{1-x}>1,$$

and the root is then unique. Here $x$ is the squared host frequency in units of its maximum, and the probability measure $\mu$ on $[0,1]$ is the spectral weight of the defect site in the unperturbed host. The integral may be infinite.

In Lean 4 with Mathlib:

```lean
import Mathlib

open MeasureTheory Filter Set
open scoped ENNReal Topology

namespace LightMassDefect

noncomputable section
```

## From the equation of motion to the secular equation

Take one displacement component per site, and let $D$ be the host dynamical matrix in the same units. Let $u$ be the displacement pattern, each component multiplied by the square root of the host mass at its site, and let $e_0$ be the unit vector at site $0$. At squared frequency $y$ the lighter mass at site $0$ gives

$$(y-D)u=\varepsilon y\,u_0e_0 .$$

Above the band $y-D$ is invertible, so $u_0=0$ would force $u=0$. Solving for $u$, taking the component at site $0$ and dividing by $u_0$ gives $\varepsilon R(y)=1$, where

$$R(y)=y\,\langle e_0,(y-D)^{-1}e_0\rangle=\int\frac{y}{y-x}\,d\mu(x).$$

At a site of cubic symmetry in three dimensions, each Cartesian component of the defect's displacement obeys this same equation, and the mode is threefold degenerate. The code starts from this $R$, called `response`, for a general $\mu$.

```lean
/-- The site response `∫ y/(y-x) dμ(x)` at a squared frequency `y` above the band that
carries the spectral weight `μ`. -/
def response (μ : Measure ℝ) (y : ℝ) : ℝ := ∫ x, y / (y - x) ∂μ
```

The strength of the band edge is measured by $\int 1/(1-x)\,d\mu$. It takes values in `ℝ≥0∞`, so a divergent integral counts as $\infty$ and satisfies the criterion.

```lean
/-- The band-edge integral `∫ 1/(1-x) dμ(x)` for a measure on `[0,1]`, as an extended
real number; the integrand is infinite at `x = 1`. -/
def edgeIntegral (μ : Measure ℝ) : ℝ≥0∞ := ∫⁻ x, (ENNReal.ofReal (1 - x))⁻¹ ∂μ
```

A localized mode is represented by its squared frequency: a number $y>1$ with $\varepsilon R(y)=1$. The spatial decay of the displacement pattern is not part of the definition.

```lean
/-- `y` is the squared frequency of a localized mode: it lies above the band edge `1`
and solves the secular equation for the mass defect `ε`. -/
def IsLocalized (μ : Measure ℝ) (ε y : ℝ) : Prop := 1 < y ∧ ε * response μ y = 1
```

## Bounds on the response

For $0\le x\le1<y$ we have $0\le y/(y-x)\le y/(y-1)$. The integrand is bounded, hence integrable. The hypothesis `hμ` says that $\mu$ is carried by $[0,1]$.

```lean
variable {μ : Measure ℝ} [IsProbabilityMeasure μ] {ε y a b : ℝ}

/-- For a probability measure on the band `[0,1]`, the response integrand is integrable at
every `y` above the band. -/
theorem integrable_response (hμ : ∀ᵐ x ∂μ, x ∈ Icc (0 : ℝ) 1) (hy : 1 < y) :
    Integrable (fun x => y / (y - x)) μ := by
  refine (integrable_const (y / (y - 1))).mono'
    (by fun_prop : Measurable fun x : ℝ => y / (y - x)).aestronglyMeasurable ?_
  filter_upwards [hμ] with x hx
  rw [Real.norm_eq_abs, abs_of_nonneg (div_nonneg (by linarith) (by linarith [hx.2]))]
  exact div_le_div_of_nonneg_left (by linarith) (by linarith) (by linarith [hx.2])
```

Integrating the bound gives $R(y)\le y/(y-1)$. If $\varepsilon R(y)\ge1$, then $y-1\le\varepsilon y$, so $y\le1/(1-\varepsilon)$. No root lies higher than this.

```lean
/-- If `μ` is a probability measure on `[0,1]`, `0 < ε < 1`, `y > 1` and `ε` times the response
at `y` is at least `1`, then `y` is at most `1/(1-ε)`. -/
theorem le_of_one_le_response (hμ : ∀ᵐ x ∂μ, x ∈ Icc (0 : ℝ) 1) (h0 : 0 < ε) (h1 : ε < 1)
    (hy : 1 < y) (h : 1 ≤ ε * response μ y) : y ≤ 1 / (1 - ε) := by
  have hm : response μ y ≤ ∫ _, y / (y - 1) ∂μ := by
    refine integral_mono_ae (integrable_response hμ hy) (integrable_const _) ?_
    filter_upwards [hμ] with x hx
    exact div_le_div_of_nonneg_left (by linarith) (by linarith) (by linarith [hx.2])
  have hR : response μ y ≤ y / (y - 1) := by simpa using hm
  rw [le_div_iff₀ (by linarith)] at hR ⊢
  nlinarith [mul_le_mul_of_nonneg_left hR h0.le,
    mul_le_mul_of_nonneg_right h (by linarith : (0 : ℝ) ≤ y - 1)]
```

## Below a root the response is too large

For $w>x$,

$$w\,\frac{w}{w-x}=w+x+\frac{x^2}{w-x},$$

and the last term does not increase with $w$. For $1<a<b$, integration gives $bR(b)\le aR(a)+(b-a)$. If $b$ is a root, multiplying by $\varepsilon$ yields

$$\varepsilon aR(a)\ge b-\varepsilon(b-a)=a+(1-\varepsilon)(b-a)>a,$$

so $\varepsilon R(a)>1$. The strict inequality comes from $\varepsilon<1$. In the code, `e` is the identity and `hm` the integrated inequality.

```lean
/-- For a probability measure on `[0,1]` and `0 < ε < 1`, `ε` times the response exceeds `1`
everywhere between the band edge and a root `b` of the secular equation. -/
theorem one_lt_response (hμ : ∀ᵐ x ∂μ, x ∈ Icc (0 : ℝ) 1) (h0 : 0 < ε) (h1 : ε < 1)
    (ha : 1 < a) (hab : a < b) (hb : ε * response μ b = 1) : 1 < ε * response μ a := by
  have hia := (integrable_response hμ ha).const_mul a
  have h : ∫ x, b * (b / (b - x)) ∂μ ≤ ∫ x, (a * (a / (a - x)) + (b - a)) ∂μ := by
    refine integral_mono_ae ((integrable_response hμ (ha.trans hab)).const_mul b)
      (hia.add (integrable_const _)) ?_
    filter_upwards [hμ] with x hx
    have hxa : x < a := lt_of_le_of_lt hx.2 ha
    have e : ∀ w, x < w → w * (w / (w - x)) = w + x + x ^ 2 / (w - x) := fun w hw => by
      have := (sub_pos.2 hw).ne'
      field_simp
      ring
    rw [e b (hxa.trans hab), e a hxa]
    have := div_le_div_of_nonneg_left (sq_nonneg x) (sub_pos.2 hxa)
      (by linarith : a - x ≤ b - x)
    linarith
  rw [integral_const_mul, integral_add hia (integrable_const _), integral_const_mul] at h
  have hm : b * response μ b ≤ a * response μ a + (b - a) := by simpa [response] using h
  have hbb : ε * (b * response μ b) = b := by linear_combination b * hb
  by_contra hc
  nlinarith [mul_le_mul_of_nonneg_left hm h0.le, mul_pos (sub_pos.2 hab) (sub_pos.2 h1),
    mul_le_mul_of_nonneg_left (not_lt.1 hc) (by linarith : 0 ≤ a)]
```

## The threshold

Suppose the criterion holds. As $a$ decreases to $1$, $\int 1/(a-x)\,d\mu$ increases to the edge integral by monotone convergence, so some $a>1$ has $\varepsilon\int 1/(a-x)\,d\mu>1$. Since $a>1$, also $\varepsilon R(a)>1$. At $b=1/(1-\varepsilon)+1$ the upper bound gives $\varepsilon R(b)\le1$. On $[a,b]$ the integrand is at most $b/(a-1)$, so $R$ is continuous by dominated convergence, and the intermediate value theorem supplies a root. Of two different roots, the lower would have $\varepsilon R>1$, a contradiction.

Conversely, let $y$ be a root and choose $1<a<y$. Then $\varepsilon R(a)>1$, and $a/(a-x)\le1/(1-x)$ because $x\le ax$. Hence $\varepsilon$ times the edge integral exceeds $1$. At equality there is no root.

The theorem states these as two implications, the first with unique existence `∃!`.

```lean
/-- For a probability measure on `[0,1]` and `0 < ε < 1`, exactly one localized mode frequency
exists if `ε ∫ 1/(1-x) dμ > 1`, and none exists otherwise. -/
theorem localized_mode_threshold (hμ : ∀ᵐ x ∂μ, x ∈ Icc (0 : ℝ) 1) (h0 : 0 < ε) (h1 : ε < 1) :
    (1 < ENNReal.ofReal ε * edgeIntegral μ → ∃! y, IsLocalized μ ε y) ∧
      ((∃ y, IsLocalized μ ε y) → 1 < ENNReal.ofReal ε * edgeIntegral μ) := by
  have hR : ∀ a, 1 < a → ENNReal.ofReal (response μ a)
      = ∫⁻ x, ENNReal.ofReal (a / (a - x)) ∂μ := fun a ha =>
    ofReal_integral_eq_lintegral_ofReal (integrable_response hμ ha) (by
      filter_upwards [hμ] with x hx
      exact div_nonneg (by linarith) (by linarith [hx.2]))
  constructor
  · intro h
    -- monotone convergence towards the band edge
    have hlim : Tendsto (fun n : ℕ => ∫⁻ x, (ENNReal.ofReal (1 + 1 / ((n : ℝ) + 1) - x))⁻¹ ∂μ)
        atTop (𝓝 (edgeIntegral μ)) := by
      refine lintegral_tendsto_of_tendsto_of_monotone (fun n => by fun_prop)
        (.of_forall fun x m n hmn => ?_) (.of_forall fun x => ?_)
      · refine ENNReal.inv_le_inv.2 (ENNReal.ofReal_le_ofReal ?_)
        linarith [Nat.one_div_le_one_div (α := ℝ) hmn]
      · refine tendsto_inv_iff.2 (ENNReal.tendsto_ofReal ?_)
        simpa using ((tendsto_one_div_add_atTop_nhds_zero_nat (𝕜 := ℝ)).const_add 1).sub_const x
    obtain ⟨a, ha, hn⟩ : ∃ a : ℝ, 1 < a ∧
        1 < ENNReal.ofReal ε * ∫⁻ x, (ENNReal.ofReal (a - x))⁻¹ ∂μ := by
      obtain ⟨n, hn⟩ := ((ENNReal.Tendsto.const_mul hlim
        (Or.inr ENNReal.ofReal_ne_top)).eventually (lt_mem_nhds h)).exists
      have : (0 : ℝ) < 1 / ((n : ℝ) + 1) := by positivity
      exact ⟨_, by linarith, hn⟩
    have hle : ∫⁻ x, (ENNReal.ofReal (a - x))⁻¹ ∂μ ≤ ENNReal.ofReal (response μ a) := by
      rw [hR a ha]
      refine lintegral_mono_ae ?_
      filter_upwards [hμ] with x hx
      have hp : 0 < a - x := by linarith [hx.2]
      rw [← ENNReal.ofReal_inv_of_pos hp, inv_eq_one_div]
      exact ENNReal.ofReal_le_ofReal ((div_le_div_iff_of_pos_right hp).2 ha.le)
    have hRa : 1 < ε * response μ a := by
      rw [← ENNReal.one_lt_ofReal, ENNReal.ofReal_mul h0.le]
      exact hn.trans_le (by gcongr)
    -- beyond `1/(1-ε)` the response is too small, so continuity gives a root
    have hab := le_of_one_le_response hμ h0 h1 ha hRa.le
    obtain ⟨b, hb⟩ : ∃ b, b = 1 / (1 - ε) + 1 := ⟨_, rfl⟩
    have hRb : ε * response μ b ≤ 1 := by
      by_contra hc
      linarith [le_of_one_le_response hμ h0 h1 (by linarith : 1 < b) (not_le.1 hc).le]
    have hcont : ContinuousOn (response μ) (Icc a b) := by
      refine continuousOn_of_dominated (bound := fun _ => b / (a - 1))
        (fun w hw => (integrable_response hμ (ha.trans_le hw.1)).aestronglyMeasurable)
        (fun w hw => ?_) (integrable_const _) ?_
      · filter_upwards [hμ] with x hx
        have hw1 := hw.1
        have hw2 := hw.2
        have hx2 := hx.2
        rw [Real.norm_eq_abs, abs_of_nonneg (div_nonneg (by linarith) (by linarith))]
        exact div_le_div₀ (by linarith) hw2 (by linarith) (by linarith)
      · filter_upwards [hμ] with x hx
        exact continuousOn_id.div (continuousOn_id.sub continuousOn_const)
          (fun w hw => (sub_pos.2 (lt_of_le_of_lt hx.2 (ha.trans_le hw.1))).ne')
    obtain ⟨y, hy, hroot⟩ := intermediate_value_Icc' (by linarith : a ≤ b)
      (continuousOn_const.mul hcont : ContinuousOn (fun w => ε * response μ w) (Icc a b))
      ⟨hRb, hRa.le⟩
    have hy1 : 1 < y := ha.trans_le hy.1
    refine ⟨y, ⟨hy1, hroot⟩, fun z hz => ?_⟩
    rcases lt_trichotomy z y with h | h | h
    · exact absurd hz.2 (one_lt_response hμ h0 h1 hz.1 h hroot).ne'
    · exact h
    · exact absurd hroot (one_lt_response hμ h0 h1 hy1 h hz.2).ne'
  · rintro ⟨y, hy, hroot⟩
    -- compare the band edge with a point between the edge and the root
    obtain ⟨a, ha, hay⟩ := exists_between hy
    have hle : ENNReal.ofReal (response μ a) ≤ edgeIntegral μ := by
      rw [hR a ha]
      refine lintegral_mono_ae ?_
      filter_upwards [hμ] with x hx
      rcases eq_or_lt_of_le hx.2 with h | h
      · simp [h]
      · have hp : 0 < 1 - x := sub_pos.2 h
        rw [← ENNReal.ofReal_inv_of_pos hp, inv_eq_one_div]
        refine ENNReal.ofReal_le_ofReal ((div_le_div_iff₀ (by linarith) hp).2 ?_)
        nlinarith [mul_nonneg hx.1 (sub_pos.2 ha).le]
    have hgt := one_lt_response hμ h0 h1 ha hay hroot
    rw [← ENNReal.one_lt_ofReal, ENNReal.ofReal_mul h0.le] at hgt
    exact hgt.trans_le (by gcongr)
```

For simulation this means that a finite harmonic cell whose highest host mode has weight on the defect site shows a mode above its band for every $\varepsilon$ in $(0,1)$, since its edge integral is infinite. Such a mode alone does not show that the infinite crystal has one.

## A band with a square-root edge

Take the density $\tfrac32\sqrt{1-x}$. It vanishes at the top as for a quadratic band maximum in three dimensions, but is not a realistic acoustic spectrum near $x=0$.

```lean
/-- The model band with density `(3/2) √(1-x)` on `0 < x ≤ 1`. -/
def rootBand : Measure ℝ :=
  (volume.restrict (Ioc 0 1)).withDensity fun x => ENNReal.ofReal (3 / 2 * √(1 - x))
```

Both integrals needed are cases of $\int_0^1(1-x)^r\,dx=1/(r+1)$ for $r>-1$.

```lean
/-- A power `r > -1` of the distance to the band edge integrates to `1/(r+1)` over the band. -/
theorem lintegral_edge_power {r : ℝ} (hr : -1 < r) :
    ∫⁻ x in Ioc (0 : ℝ) 1, ENNReal.ofReal ((1 - x) ^ r) = ENNReal.ofReal (1 / (r + 1)) := by
  have h := (intervalIntegral.intervalIntegrable_rpow' hr (a := 1) (b := 0)).comp_sub_left 1
  rw [sub_self, sub_zero] at h
  rw [← ofReal_integral_eq_lintegral_ofReal
    ((intervalIntegrable_iff_integrableOn_Ioc_of_le zero_le_one).1 h)
    (by filter_upwards [ae_restrict_mem measurableSet_Ioc] with x hx
        exact Real.rpow_nonneg (sub_nonneg.2 hx.2) r),
    ← intervalIntegral.integral_of_le zero_le_one,
    intervalIntegral.integral_comp_sub_left (fun x : ℝ => x ^ r) 1, sub_self, sub_zero,
    integral_rpow (Or.inl hr), Real.one_rpow, Real.zero_rpow (by linarith), sub_zero]
```

With $r=\tfrac12$ the total weight is $\tfrac32\cdot\tfrac23=1$. With $r=-\tfrac12$ the edge integral is $\tfrac32\cdot2=3$. The criterion becomes $3\varepsilon>1$: the defect must be lighter than two thirds of the host mass.

```lean
/-- For the band density `(3/2) √(1-x)` and `0 < ε < 1`, a localized mode exists exactly
when `ε > 1/3`. -/
theorem rootBand_threshold (h0 : 0 < ε) (h1 : ε < 1) :
    (∃ y, IsLocalized rootBand ε y) ↔ 1 / 3 < ε := by
  have hprob : IsProbabilityMeasure rootBand := ⟨by
    rw [rootBand, withDensity_apply _ MeasurableSet.univ, Measure.restrict_univ]
    simp_rw [Real.sqrt_eq_rpow, ENNReal.ofReal_mul (by norm_num : (0 : ℝ) ≤ 3 / 2)]
    rw [lintegral_const_mul' _ _ ENNReal.ofReal_ne_top, lintegral_edge_power (by norm_num),
      ← ENNReal.ofReal_mul (by norm_num)]
    norm_num⟩
  have hband : ∀ᵐ x ∂rootBand, x ∈ Icc (0 : ℝ) 1 :=
    (withDensity_absolutelyContinuous _ _).ae_le
      ((ae_restrict_mem measurableSet_Ioc).mono fun _ hx => Ioc_subset_Icc_self hx)
  have hedge : edgeIntegral rootBand = ENNReal.ofReal 3 := by
    rw [edgeIntegral, rootBand,
      lintegral_withDensity_eq_lintegral_mul _ (by fun_prop) (by fun_prop)]
    trans ∫⁻ x in Ioc (0 : ℝ) 1, ENNReal.ofReal (3 / 2) * ENNReal.ofReal ((1 - x) ^ (-1 / 2 : ℝ))
    · refine setLIntegral_congr_fun measurableSet_Ioc fun x hx => ?_
      simp only [Pi.mul_apply]
      rcases eq_or_lt_of_le hx.2 with h | h
      · rw [h, sub_self, Real.zero_rpow (by norm_num)]
        simp
      · have hp : 0 < 1 - x := sub_pos.2 h
        rw [← ENNReal.ofReal_inv_of_pos hp, ← ENNReal.ofReal_mul (by positivity),
          ← ENNReal.ofReal_mul (by norm_num), Real.sqrt_eq_rpow, mul_assoc,
          ← Real.rpow_neg_one (1 - x), ← Real.rpow_add hp]
        norm_num
    · rw [lintegral_const_mul' _ _ ENNReal.ofReal_ne_top, lintegral_edge_power (by norm_num),
        ← ENNReal.ofReal_mul (by norm_num)]
      norm_num
  have ht := localized_mode_threshold hband h0 h1
  rw [hedge, ← ENNReal.ofReal_mul h0.le, ENNReal.one_lt_ofReal] at ht
  exact ⟨fun h => by linarith [ht.2 h], fun h => (ht.1 (by linarith)).exists⟩

end

end LightMassDefect
```

For a numerical instance, substitute $s=\sqrt{1-x}$:

$$R(y)=3y\int_0^1\frac{s^2}{s^2+y-1}\,ds=3y\left(1-\sqrt{y-1}\,\arctan\frac1{\sqrt{y-1}}\right).$$

At $y=\tfrac43$ the arctangent is $\pi/3$, so $R=4\left(1-\pi/(3\sqrt3)\right)\approx1.582$ and $\varepsilon=1/R\approx0.632$. A defect with about $37\%$ of the host mass thus vibrates at $\sqrt{4/3}\approx1.155$ times the maximum host frequency.

```lean
#print axioms LightMassDefect.rootBand_threshold
-- 'LightMassDefect.rootBand_threshold' depends on axioms: [propext, Classical.choice, Quot.sound]
```
